# The quadratic form of |φ⟩⟨φ| at ψ is the squared overlap |⟨ψ, φ⟩|²

For complex vectors ψ and φ with finitely many components, `fidelity_pure` states that the real part of ⟨ψ, ρψ⟩, with ρ = |φ⟩⟨φ|, equals |⟨ψ, φ⟩|². Neither vector need be normalised; when both are unit vectors, this number is the transition probability between the two pure states, and in general it is that probability times ‖ψ‖²‖φ‖² if both are nonzero. The proof first expands the products into finite sums to show that ⟨ψ, ρψ⟩ is the overlap ⟨ψ, φ⟩ times its own complex conjugate. It then takes the real part and uses the fact that a complex number times its conjugate is its squared modulus.

As first written in Lean, the proof fails:

```lean
import Mathlib

open Matrix

namespace OptimalProjectorWitness

noncomputable section

variable {ι m n : Type*} [Fintype ι] [Fintype m] [Fintype n] [DecidableEq m]

/-- The operator `|φ⟩⟨φ|`. -/
def pureState (φ : ι → ℂ) : Matrix ι ι ℂ := vecMulVec φ (star φ)

/-- The real part of the expectation value `⟨ψ, ρ ψ⟩`. -/
def fidelity (ψ : ι → ℂ) (ρ : Matrix ι ι ℂ) : ℝ := (star ψ ⬝ᵥ ρ *ᵥ ψ).re

private lemma fidelity_pure (ψ φ : ι → ℂ) :
    fidelity ψ (pureState φ) = ‖star ψ ⬝ᵥ φ‖ ^ 2 := by
  have h : star ψ ⬝ᵥ pureState φ *ᵥ ψ = (star ψ ⬝ᵥ φ) * star (star ψ ⬝ᵥ φ) := by
    simp only [dotProduct, mulVec, pureState, vecMulVec_apply]
    rw [star_sum, Finset.sum_mul_sum]
    refine Finset.sum_congr rfl fun i _ => ?_
    rw [Finset.mul_sum]
    refine Finset.sum_congr rfl fun j _ => ?_
    simp only [Pi.star_apply, star_mul', star_star]
    ring
  rw [fidelity, h, ← starRingEnd_apply, Complex.mul_conj, Complex.ofReal_re,
    Complex.normSq_eq_norm_sq]

end

end OptimalProjectorWitness
```

Compiling this gives:

```
Main.lean:27:40: error: Tactic `rewrite` failed: Did not find an occurrence of the pattern
  ?z * (starRingEnd ℂ) ?z
in the target expression
  ((starRingEnd (ι → ℂ)) ψ ⬝ᵥ φ * star ((starRingEnd (ι → ℂ)) ψ ⬝ᵥ φ)).re = ‖(starRingEnd (ι → ℂ)) ψ ⬝ᵥ φ‖ ^ 2

ι : Type u_1
inst✝ : Fintype ι
ψ φ : ι → ℂ
h : star ψ ⬝ᵥ pureState φ *ᵥ ψ = star ψ ⬝ᵥ φ * star (star ψ ⬝ᵥ φ)
⊢ ((starRingEnd (ι → ℂ)) ψ ⬝ᵥ φ * star ((starRingEnd (ι → ℂ)) ψ ⬝ᵥ φ)).re = ‖(starRingEnd (ι → ℂ)) ψ ⬝ᵥ φ‖ ^ 2
```

The change, after which it compiles:

```diff
@@ -25,5 +25,5 @@
     simp only [Pi.star_apply, star_mul', star_star]
     ring
-  rw [fidelity, h, ← starRingEnd_apply, Complex.mul_conj, Complex.ofReal_re,
+  rw [fidelity, h, ← starRingEnd_apply (star ψ ⬝ᵥ φ), Complex.mul_conj, Complex.ofReal_re,
     Complex.normSq_eq_norm_sq]
 
```

What went wrong. The message says that `Complex.mul_conj` found no product of the form `?z * (starRingEnd ℂ) ?z`. The goal did contain the overlap times its conjugate, but the conjugate was still written with `star`, and the lemma expects `starRingEnd ℂ`.

The step before, `← starRingEnd_apply`, was meant to change that notation. Given no argument, it could match any `star`, and it settled on the one in `star ψ`, which conjugates the whole vector. The printed goal shows the result: every `star ψ` has become `(starRingEnd (ι → ℂ)) ψ`, while the outer `star` on the scalar overlap is untouched.

The repair supplies the argument `star ψ ⬝ᵥ φ`, so the rewrite can only match the conjugate of the overlap itself. That outer `star` becomes `starRingEnd ℂ`, the inner `star ψ` stays as it was, and `Complex.mul_conj` finds its pattern. The remaining rewrites then finish the proof.
